# The backward Euler diffusion step with fixed ends has one solution, within the range of its data

An explicit diffusion step can turn a valid concentration profile into an impossible one. Let \(\lambda = D\,\Delta t/(\Delta x)^2\), with diffusion coefficient \(D\), time step \(\Delta t\) and grid spacing \(\Delta x\). A point with concentration 1 between two empty neighbours gets the new value \(1-2\lambda\), which is \(-1\) at \(\lambda=1\). The backward Euler step, called the implicit step below, takes the concentration differences between neighbours at the new time. It therefore couples all the new concentrations in a linear system, and without further argument that system might have no solution, many solutions, or one with negative entries. For \(\lambda\ge 0\), non-negative old concentrations and prescribed non-negative end concentrations, none of this happens.

## The largest concentration cannot exceed the data

Number the grid points \(0,\dots,N+1\), so that \(N\) of them are interior. The old interior concentrations are \(d_0,\dots,d_{N-1}\), where \(d_i\) belongs to grid point \(i+1\). The new profile \(c\) has ends \(c_0=a\) and \(c_{N+1}=b\), and satisfies

\[
(1+2\lambda)\,c_{i+1}-\lambda\,(c_i+c_{i+2})=d_i,\qquad 0\le i<N .
\]

The claim is that exactly one such \(c\) exists, and that each of its entries lies between the minimum and the maximum of \(a\), \(b\) and all the \(d_i\).

Let \(M\) be an upper bound on these data, and let \(c\) be largest at grid point \(k\). If \(k\) is an end, then \(c_k\) is \(a\) or \(b\), so \(c_k\le M\). Otherwise \(k=i+1\), and neither neighbour exceeds \(c_{i+1}\). Since \(\lambda\ge0\),

\[
(1+2\lambda)\,c_{i+1}=d_i+\lambda\,(c_i+c_{i+2})\le d_i+2\lambda\,c_{i+1},
\]

hence \(c_{i+1}\le d_i\le M\). Every entry is therefore at most \(M\). The profile \(-c\) solves the equations with data \(-a,-b,-d\), so applying the same bound to it shows that a lower bound \(m\) on the data is a lower bound on \(c\).

For existence and uniqueness, consider the linear map that sends \(c\) to its two ends and the \(N\) left-hand sides. If all of these vanish, the bounds with \(M=m=0\) give \(c=0\), so the map is injective. Both spaces have dimension \(N+2\), so it is also surjective. Taking \(m\) and \(M\) to be the actual minimum and maximum of the data completes the derivation.

When voltammetry is simulated as one-dimensional diffusion on a uniform grid with prescribed end concentrations, the time step of this scheme can thus be chosen for accuracy, with no upper limit needed to keep concentrations non-negative.

## The step as a linear operator with two prescribed ends

Concentrations are real numbers, and a profile is a function on `Fin (N + 2)`. The number `N` may be any natural number; for `N = 0` the profile consists of the two ends alone.

In Lean 4 with Mathlib:

```lean
import Mathlib

namespace ImplicitVoltammetry

noncomputable section

variable {N : ℕ} {lam a b a' b' : ℝ} {d d' : Fin N → ℝ} {c c' : Fin (N + 2) → ℝ}
```

For `i : Fin N`, the expressions `i.castSucc.castSucc`, `i.succ.castSucc` and `i.succ.succ` are the grid points \(i\), \(i+1\) and \(i+2\). The comment in the code labels the same equation by its central grid point.

```lean
/-- The implicit diffusion operator: it sends a profile on `N + 2` grid points to the values
`(1 + 2 λ) c_i - λ (c_(i-1) + c_(i+1))` at the `N` interior points. -/
def implicitOp (lam : ℝ) : (Fin (N + 2) → ℝ) →ₗ[ℝ] (Fin N → ℝ) where
  toFun c := fun i => (1 + 2 * lam) * c i.succ.castSucc
    - lam * (c i.castSucc.castSucc + c i.succ.succ)
  map_add' c c' := by
    funext i
    simp only [Pi.add_apply]
    ring
  map_smul' r c := by
    funext i
    simp only [Pi.smul_apply, smul_eq_mul, RingHom.id_apply]
    ring
```

A step prescribes both ends and the operator's value. The old end values do not enter, so the concentration at the electrode may jump. With the electrode at grid point 0, a potential step into the diffusion-limited regime sets `a = 0` for the species consumed there.

```lean
/-- The new profile `c` has the end concentrations `a` and `b` and solves the implicit
diffusion equations with old interior concentrations `d`. -/
def ImplicitStep (lam a b : ℝ) (d : Fin N → ℝ) (c : Fin (N + 2) → ℝ) : Prop :=
  c 0 = a ∧ c (Fin.last (N + 1)) = b ∧ implicitOp lam c = d
```

This describes one species on a uniform grid, in exact arithmetic. Flux conditions at the electrode, such as finite electron-transfer kinetics, are not covered, nor are homogeneous reactions or migration.

The data are collected in a finite set, which is non-empty because it contains `a`; its minimum and maximum therefore exist.

```lean
/-- The finite set of the two end concentrations and all old interior concentrations. -/
def dataValues (a b : ℝ) (d : Fin N → ℝ) : Finset ℝ :=
  insert a (insert b (Finset.univ.image d))

/-- The set of end and old concentrations is not empty. -/
theorem dataValues_nonempty (a b : ℝ) (d : Fin N → ℝ) : (dataValues a b d).Nonempty :=
  ⟨a, by simp [dataValues]⟩
```

## Bounds from the highest and lowest points

The case distinction of the derivation, end or interior point, is a lemma about indices.

```lean
/-- Every grid point is the left end, the right end or an interior point. -/
theorem site_cases (j : Fin (N + 2)) :
    j = 0 ∨ j = Fin.last (N + 1) ∨ ∃ i : Fin N, j = i.succ.castSucc := by
  have hj := j.isLt
  by_cases h0 : j.val = 0
  · exact Or.inl (Fin.ext h0)
  by_cases h1 : j.val = N + 1
  · exact Or.inr (Or.inl (Fin.ext h1))
  · refine Or.inr (Or.inr ⟨⟨j.val - 1, by omega⟩, Fin.ext ?_⟩)
    show j.val = j.val - 1 + 1
    omega
```

In the maximum principle, `Finite.exists_max` supplies the grid point \(k\). The inequalities `h1` and `h2` are the two neighbour comparisons multiplied by \(\lambda\), and `linarith` combines them with the equation `e`.

```lean
/-- Discrete maximum principle for `λ ≥ 0`: an upper bound on the end and old concentrations is an
upper bound on the new profile. -/
theorem maximum_principle (hl : 0 ≤ lam) (h : ImplicitStep lam a b d c) {M : ℝ}
    (ha : a ≤ M) (hb : b ≤ M) (hd : ∀ i, d i ≤ M) (j : Fin (N + 2)) : c j ≤ M := by
  -- look at a grid point where the new concentration is largest
  obtain ⟨k, hk⟩ := Finite.exists_max c
  refine (hk j).trans ?_
  rcases site_cases k with rfl | rfl | ⟨i, rfl⟩
  · exact h.1.le.trans ha
  · exact h.2.1.le.trans hb
  · -- both neighbours are no larger, so the equation bounds the peak by the old value
    have e : (1 + 2 * lam) * c i.succ.castSucc
        - lam * (c i.castSucc.castSucc + c i.succ.succ) = d i := congrFun h.2.2 i
    have h1 := mul_le_mul_of_nonneg_left (hk i.castSucc.castSucc) hl
    have h2 := mul_le_mul_of_nonneg_left (hk i.succ.succ) hl
    linarith [hd i]
```

The minimum principle applies this result to the negated profile.

```lean
/-- Discrete minimum principle for `λ ≥ 0`: a lower bound on the end and old concentrations is a
lower bound on the new profile. -/
theorem minimum_principle (hl : 0 ≤ lam) (h : ImplicitStep lam a b d c) {m : ℝ}
    (ha : m ≤ a) (hb : m ≤ b) (hd : ∀ i, m ≤ d i) (j : Fin (N + 2)) : m ≤ c j := by
  -- the negated profile solves the equations with negated data
  have hn : ImplicitStep lam (-a) (-b) (-d) (-c) :=
    ⟨by rw [Pi.neg_apply, h.1], by rw [Pi.neg_apply, h.2.1], by rw [map_neg, h.2.2]⟩
  have key : -c j ≤ -m := maximum_principle hl hn (neg_le_neg ha) (neg_le_neg hb)
    (fun i => neg_le_neg (hd i)) j
  linarith
```

## Existence from uniqueness

The main theorem states that a solution `c` exists, that every solution equals it, and that each entry lies between the minimum and maximum of the data. The map `L` collects the ends and the interior equations. Its injectivity is `hinj`, the dimension count is `hdim`, and `hsurj` gives existence.

```lean
/-- For `λ ≥ 0` the implicit diffusion equations have exactly one solution, and all its entries
lie between the minimum and the maximum of the old values and the ends. -/
theorem implicit_step_unique_and_bounded (hl : 0 ≤ lam) (a b : ℝ) (d : Fin N → ℝ) :
    ∃ c : Fin (N + 2) → ℝ, ImplicitStep lam a b d c ∧
      (∀ c', ImplicitStep lam a b d c' → c' = c) ∧
      ∀ j, (dataValues a b d).min' (dataValues_nonempty a b d) ≤ c j ∧
        c j ≤ (dataValues a b d).max' (dataValues_nonempty a b d) := by
  -- collect the end values and the interior equations in one linear map
  let L : (Fin (N + 2) → ℝ) →ₗ[ℝ] ℝ × ℝ × (Fin N → ℝ) :=
    (LinearMap.proj 0 : (Fin (N + 2) → ℝ) →ₗ[ℝ] ℝ).prod
      ((LinearMap.proj (Fin.last (N + 1)) : (Fin (N + 2) → ℝ) →ₗ[ℝ] ℝ).prod (implicitOp lam))
  have hL : ∀ (x y : ℝ) (z : Fin N → ℝ) (c : Fin (N + 2) → ℝ),
      L c = (x, y, z) → ImplicitStep lam x y z c := by
    intro x y z c hc
    have hc' : (c 0, c (Fin.last (N + 1)), implicitOp lam c) = (x, y, z) := hc
    simp only [Prod.mk.injEq] at hc'
    exact hc'
  -- homogeneous data leave only the zero profile
  have hinj : Function.Injective L := by
    refine (injective_iff_map_eq_zero L).2 fun c hc => ?_
    have h := hL 0 0 0 c hc
    funext j
    exact le_antisymm (maximum_principle hl h le_rfl le_rfl (fun _ => le_rfl) j)
      (minimum_principle hl h le_rfl le_rfl (fun _ => le_rfl) j)
  have hdim : Module.finrank ℝ (Fin (N + 2) → ℝ)
      = Module.finrank ℝ (ℝ × ℝ × (Fin N → ℝ)) := by
    simp only [Module.finrank_prod, Module.finrank_self, Module.finrank_fin_fun]
    omega
  -- equal dimensions turn uniqueness into existence
  have hsurj : Function.Surjective L :=
    (LinearMap.injective_iff_surjective_of_finrank_eq_finrank hdim).1 hinj
  obtain ⟨c, hc⟩ := hsurj (a, b, d)
  have h := hL a b d c hc
  refine ⟨c, h, fun c' h' => hinj ?_, fun j => ⟨?_, ?_⟩⟩
  · rw [hc]
    show (c' 0, c' (Fin.last (N + 1)), implicitOp lam c') = (a, b, d)
    rw [h'.1, h'.2.1, h'.2.2]
  · exact minimum_principle hl h (Finset.min'_le _ _ (by simp [dataValues]))
      (Finset.min'_le _ _ (by simp [dataValues]))
      (fun i => Finset.min'_le _ _ (by simp [dataValues])) j
  · exact maximum_principle hl h (Finset.le_max' _ _ (by simp [dataValues]))
      (Finset.le_max' _ _ (by simp [dataValues]))
      (fun i => Finset.le_max' _ _ (by simp [dataValues])) j
```

## Errors in the data and repeated steps

Subtracting two solutions with the same \(\lambda\) gives a solution for the differences of the data. If those differences lie between \(-\varepsilon\) and \(\varepsilon\), so do the differences of the profiles. This concerns errors in the data of a single step; errors introduced afresh at each step can still add up.

```lean
/-- For two steps with the same `λ ≥ 0`: if their end and old concentrations differ by at most `ε`,
the new profiles differ by at most `ε` at every grid point. -/
theorem error_not_amplified (hl : 0 ≤ lam) (h : ImplicitStep lam a b d c)
    (h' : ImplicitStep lam a' b' d' c') {ε : ℝ} (ha : |a - a'| ≤ ε) (hb : |b - b'| ≤ ε)
    (hd : ∀ i, |d i - d' i| ≤ ε) (j : Fin (N + 2)) : |c j - c' j| ≤ ε := by
  have hs : ImplicitStep lam (a - a') (b - b') (d - d') (c - c') :=
    ⟨by rw [Pi.sub_apply, h.1, h'.1], by rw [Pi.sub_apply, h.2.1, h'.2.1],
      by rw [map_sub, h.2.2, h'.2.2]⟩
  exact abs_le.2
    ⟨minimum_principle hl hs (abs_le.1 ha).1 (abs_le.1 hb).1 (fun i => (abs_le.1 (hd i)).1) j,
      maximum_principle hl hs (abs_le.1 ha).2 (abs_le.1 hb).2 (fun i => (abs_le.1 (hd i)).2) j⟩
```

For a whole simulation, `c n` is the profile before step `n`, while `a n` and `b n` are the ends imposed on `c (n + 1)`. Induction on `n` carries the bounds forward, since the interior values after one step are the old values for the next. Remaining within bounds does not make the profile accurate.

```lean
/-- In a simulation of many implicit steps with `λ ≥ 0` and time-dependent ends, bounds on the
initial interior values and on all end values hold for the profile after every step. -/
theorem simulation_bounded (hl : 0 ≤ lam) {m M : ℝ} (a b : ℕ → ℝ)
    (c : ℕ → Fin (N + 2) → ℝ)
    (hstep : ∀ n, ImplicitStep lam (a n) (b n) (fun i => c n i.succ.castSucc) (c (n + 1)))
    (ha : ∀ n, m ≤ a n ∧ a n ≤ M) (hb : ∀ n, m ≤ b n ∧ b n ≤ M)
    (h0 : ∀ i : Fin N, m ≤ c 0 i.succ.castSucc ∧ c 0 i.succ.castSucc ≤ M)
    (n : ℕ) (j : Fin (N + 2)) : m ≤ c (n + 1) j ∧ c (n + 1) j ≤ M := by
  induction n generalizing j with
  | zero =>
    exact ⟨minimum_principle hl (hstep 0) (ha 0).1 (hb 0).1 (fun i => (h0 i).1) j,
      maximum_principle hl (hstep 0) (ha 0).2 (hb 0).2 (fun i => (h0 i).2) j⟩
  | succ n ih =>
    exact ⟨minimum_principle hl (hstep (n + 1)) (ha _).1 (hb _).1 (fun i => (ih _).1) j,
      maximum_principle hl (hstep (n + 1)) (ha _).2 (hb _).2 (fun i => (ih _).2) j⟩
```

## A negative λ and the explicit limit

The condition \(\lambda\ge0\) expresses a non-negative diffusion coefficient and a step forward in time. At \(\lambda=-1/2\) with one interior point, the coefficient \(1+2\lambda\) vanishes and the equation reads \(\tfrac12(c_0+c_2)=d_0\). With zero ends and \(d_0=0\), the middle concentration is arbitrary: the profile \((0,1,0)\) is a solution, and so is the zero profile. With zero ends and \(d_0=1\) there is no solution at all.

```lean
/-- At `λ = -1/2` with one interior point, the profile `(0, 1, 0)` solves the equations
with zero ends and zero old value. -/
theorem negative_lambda_not_unique :
    ImplicitStep (N := 1) (-1 / 2) 0 0 0 ![0, 1, 0] := by
  refine ⟨rfl, rfl, ?_⟩
  funext i
  fin_cases i
  show (1 + 2 * (-1 / 2 : ℝ)) * 1 - (-1 / 2) * (0 + 0) = 0
  norm_num
```

For the explicit update, let `l`, `m` and `r` be the old concentrations at the left neighbour, the point itself and the right neighbour. The new value is

\[
m+\lambda(l-2m+r)=\lambda l+(1-2\lambda)m+\lambda r .
\]

It is non-negative for all non-negative inputs exactly when \(0\le\lambda\le1/2\). Placing a unit concentration at a neighbour shows that \(\lambda\ge0\) is necessary, and placing it at the centre shows that \(\lambda\le1/2\) is. Conversely, within these limits all three terms are non-negative, which is what `e1`, `e2` and `e3` record.

```lean
/-- The explicit update `m + λ (l - 2 m + r)` keeps all non-negative concentrations
non-negative exactly when `0 ≤ λ ≤ 1/2`. -/
theorem explicit_nonneg_iff (lam : ℝ) :
    (∀ l m r : ℝ, 0 ≤ l → 0 ≤ m → 0 ≤ r → 0 ≤ m + lam * (l - 2 * m + r)) ↔
      0 ≤ lam ∧ lam ≤ 1 / 2 := by
  constructor
  · intro h
    -- test with a unit concentration at a neighbour, then at the centre
    have h1 := h 1 0 0 zero_le_one le_rfl le_rfl
    have h2 := h 0 1 0 le_rfl zero_le_one le_rfl
    constructor <;> linarith
  · rintro ⟨h0, h1⟩ l m r hl hm hr
    have e1 := mul_nonneg h0 hl
    have e2 := mul_nonneg h0 hr
    have e3 := mul_nonneg (show 0 ≤ 1 - 2 * lam by linarith) hm
    linarith

end

end ImplicitVoltammetry
```

```lean
#print axioms ImplicitVoltammetry.implicit_step_unique_and_bounded
#print axioms ImplicitVoltammetry.simulation_bounded
#print axioms ImplicitVoltammetry.negative_lambda_not_unique
#print axioms ImplicitVoltammetry.explicit_nonneg_iff
```

```
'ImplicitVoltammetry.implicit_step_unique_and_bounded' depends on axioms: [propext, Classical.choice, Quot.sound]
'ImplicitVoltammetry.simulation_bounded' depends on axioms: [propext, Classical.choice, Quot.sound]
'ImplicitVoltammetry.negative_lambda_not_unique' depends on axioms: [propext, Classical.choice, Quot.sound]
'ImplicitVoltammetry.explicit_nonneg_iff' depends on axioms: [propext, Classical.choice, Quot.sound]
```
